# The maximum-likelihood exponential decay rate is the number of hops divided by the total excited time

A set of surface-hopping trajectories starts in an electronically excited state. Each is propagated for a limited time. Some hop to the lower state during that time, and the rest are still excited when they are stopped. We want the excited-state lifetime, or equivalently the decay rate \(k\), and we have to decide what to do with the trajectories that never hopped. They have no hop time to average, but they do carry information: each remained excited for as long as it was watched.

Let \(d\) trajectories hop, at times \(t_i\), and let \(m\) survivors be stopped at times \(c_j\). Suppose that the trajectories are independent and decay exponentially with one common rate. If there is at least one hop and one survivor, and all times are positive, the likelihood has exactly one maximiser among positive rates,

\[
\frac{d}{\sum_i t_i+\sum_j c_j},
\]

and this lies strictly below \(d/\sum_i t_i\), the inverse of the mean hop time when the survivors are discarded.

The exponential law is an assumption. It says that an excited trajectory has the same probability of hopping per unit time at every moment, however long it has already been excited. A wavepacket that first has to travel to a crossing region does not behave like this at early times.

## A constant probability of hopping per unit time

```lean
import Mathlib

open Finset

namespace SurfaceHoppingLifetime

noncomputable section

variable {ι κ : Type*} [Fintype ι] [Fintype κ]
```

The last line introduces two finite sets of labels. The labels `i` in `ι` name the trajectories that hopped, and the labels `j` in `κ` name the survivors. The numbers \(d\) and \(m\) are the sizes of these sets, and Lean writes \(d\) as `Fintype.card ι`.

```lean
/-- Probability that a trajectory with decay rate `k` is still excited at time `t`. -/
def survival (k t : ℝ) : ℝ := Real.exp (-(k * t))
```

This defines the survival probability \(e^{-kt}\). The symbol `ℝ` means that `k` and `t` are plain real numbers, so units are left to the reader: if times are in femtoseconds, rates are in inverse femtoseconds. The definition accepts negative numbers too, and the theorems add positivity where they need it.

```lean
/-- Probability density for a trajectory with decay rate `k` to hop at time `t`. -/
def hopDensity (k t : ℝ) : ℝ := k * Real.exp (-(k * t))
```

This is the density \(k\,e^{-kt}\) for a hop at time \(t\): the trajectory survives until \(t\) and then hops at rate \(k\). Only this one hop out of the excited state is modelled, so later returns to it play no part.

## The likelihood and two candidate rates

```lean
/-- Likelihood of the rate `k`, given hops at times `t i` and survivors stopped
at times `c j`. -/
def likelihood (t : ι → ℝ) (c : κ → ℝ) (k : ℝ) : ℝ :=
  (∏ i, hopDensity k (t i)) * ∏ j, survival k (c j)
```

A data set consists of a function `t`, which gives each hopped trajectory its hop time `t i`, and a function `c`, which gives each survivor its stopping time `c j`. The likelihood is

\[
L(k)=\prod_i k\,e^{-kt_i}\;\prod_j e^{-kc_j}.
\]

A hopped trajectory contributes a density, since we know when it hopped. A survivor contributes a probability, since we know only that it had not hopped by \(c_j\). Multiplying the factors expresses independence. The survivor factor also presumes that trajectories are not stopped for a reason connected with an imminent hop.

```lean
/-- Total time spent in the excited state by all trajectories. -/
def excitedTime (t : ι → ℝ) (c : κ → ℝ) : ℝ := ∑ i, t i + ∑ j, c j
```

This is the total excited time \(S=\sum_i t_i+\sum_j c_j\), to which hopped and surviving trajectories both contribute.

```lean
/-- Number of hops divided by the total excited time, for nonzero total excited time. -/
def hopRate (t : ι → ℝ) (c : κ → ℝ) : ℝ := (Fintype.card ι : ℝ) / excitedTime t c
```

This is the rate \(q=d/S\), hops per excited time. At this point it is only a definition, and its link to the likelihood is proved below.

```lean
/-- The rate obtained by discarding the survivors, for hop times with nonzero sum. -/
def naiveRate (t : ι → ℝ) : ℝ := (Fintype.card ι : ℝ) / ∑ i, t i
```

This is \(d/\sum_i t_i\), the inverse of the mean hop time among the trajectories that hopped. The survivors' times `c` do not enter. In this text, the rate obtained by discarding the survivors always means this one. A fit to the hopped trajectories that allows for the limited observation time is a different estimate.

## Lost survival probability and the closed form of the likelihood

```lean
/-- The hop density is the rate at which the survival probability is lost. -/
theorem survival_hasDerivAt (k t : ℝ) :
    HasDerivAt (survival k) (-hopDensity k t) t := by
  have h : HasDerivAt (fun s : ℝ => Real.exp (-(k * s)))
      (Real.exp (-(k * t)) * (-(k * 1))) t :=
    ((hasDerivAt_id' t).const_mul k).fun_neg.exp
  exact h.congr_deriv (by simp only [hopDensity]; ring)
```

A theorem in Lean has a name, then its data and hypotheses, then a colon and the statement, and after `:=` the proof. Here `HasDerivAt f a t` says that the function `f` has derivative `a` at `t`, so the statement reads

\[
\frac{d}{dt}e^{-kt}=-k\,e^{-kt}.
\]

The hop density is therefore the rate at which survival probability is lost, which ties the first two definitions together. The proof is the chain rule: `h` differentiates \(ks\) with respect to \(s\), changes the sign and passes through the exponential. The tactic `ring` then matches the result to the definition by algebra.

```lean
/-- The likelihood depends on the data only through the number of hops and the
total excited time. -/
theorem likelihood_eq (t : ι → ℝ) (c : κ → ℝ) (k : ℝ) :
    likelihood t c k =
      k ^ Fintype.card ι * Real.exp (-(k * excitedTime t c)) := by
  simp only [likelihood, hopDensity, survival, excitedTime, prod_mul_distrib,
    prod_const, card_univ, ← Real.exp_sum]
  rw [mul_assoc, ← Real.exp_add, sum_neg_distrib, sum_neg_distrib,
    ← mul_sum, ← mul_sum]
  congr 2
  ring
```

This theorem gives the likelihood in closed form:

\[
L(k)=k^d\,e^{-kS}.
\]

By hand, the \(d\) factors of \(k\) combine to \(k^d\), and the exponentials combine by adding their exponents:

\[
-\sum_i kt_i-\sum_j kc_j=-k\Big(\sum_i t_i+\sum_j c_j\Big)=-kS.
\]

In the proof, `simp only` unfolds the definitions, splits the product and turns products of exponentials into exponentials of sums. The `rw` line merges the two exponentials and takes \(k\) out of the sums. After `congr 2` only the exponents remain to be compared, and `ring` does that. No sign conditions are needed, and either set of trajectories may be empty.

```lean
/-- With at least one hop, positive hop times and nonnegative stopping times, the
total excited time is positive. -/
theorem excitedTime_pos [Nonempty ι] {t : ι → ℝ} {c : κ → ℝ}
    (ht : ∀ i, 0 < t i) (hc : ∀ j, 0 ≤ c j) : 0 < excitedTime t c :=
  add_pos_of_pos_of_nonneg (sum_pos (fun i _ => ht i) univ_nonempty)
    (sum_nonneg fun j _ => hc j)
```

The hypothesis `[Nonempty ι]` says that at least one trajectory hopped. Then \(\sum_i t_i\) is a nonempty sum of positive numbers, hence positive, and \(\sum_j c_j\) is nonnegative. So \(S>0\), and dividing by \(S\) is legitimate.

## Every other positive rate has a smaller likelihood

```lean
/-- With at least one hop, positive hop times and nonnegative stopping times, every
positive rate other than hops per excited time has a strictly smaller likelihood. -/
theorem likelihood_lt [Nonempty ι] {t : ι → ℝ} {c : κ → ℝ}
    (ht : ∀ i, 0 < t i) (hc : ∀ j, 0 ≤ c j) {k : ℝ} (hk : 0 < k)
    (hne : k ≠ hopRate t c) :
    likelihood t c k < likelihood t c (hopRate t c) := by
  have hS := excitedTime_pos ht hc
  have hq : 0 < hopRate t c := div_pos (Nat.cast_pos.mpr Fintype.card_pos) hS
  have hqS : hopRate t c * excitedTime t c = (Fintype.card ι : ℝ) :=
    div_mul_cancel₀ _ hS.ne'
  rw [likelihood_eq, likelihood_eq]
  generalize hopRate t c = q at *
  generalize excitedTime t c = S at *
  have hkq : q * (k / q) = k := mul_div_cancel₀ k hq.ne'
  have hx : k / q - 1 ≠ 0 := by
    intro h
    apply hne
    have h1 : k / q = 1 := by linarith
    rw [h1, mul_one] at hkq
    exact hkq.symm
  -- the exponential lies strictly above its tangent line
  have h1 : k < q * Real.exp (k / q - 1) := by
    have h2 := Real.add_one_lt_exp hx
    have h3 : k / q < Real.exp (k / q - 1) := by linarith
    have h4 := mul_lt_mul_of_pos_left h3 hq
    rwa [hkq] at h4
  have h2 := pow_lt_pow_left₀ h1 hk.le (Fintype.card_ne_zero (α := ι))
  have he : (Fintype.card ι : ℝ) * (k / q - 1) + -(k * S) = -(q * S) := by
    linear_combination S * hkq - (k / q - 1) * hqS
  calc k ^ Fintype.card ι * Real.exp (-(k * S))
      < (q * Real.exp (k / q - 1)) ^ Fintype.card ι * Real.exp (-(k * S)) :=
        mul_lt_mul_of_pos_right h2 (Real.exp_pos _)
    _ = q ^ Fintype.card ι * Real.exp (-(q * S)) := by
        rw [mul_pow, ← Real.exp_nat_mul, mul_assoc, ← Real.exp_add, he]
```

In words: if \(k>0\) and \(k\neq q\), then \(L(k)<L(q)\). Survivors are optional here.

One could set the derivative of \(\ln L\) to zero, but a single inequality gives the global comparison directly. The exponential lies strictly above its tangent line away from the point of contact, so

\[
x<e^{x-1}\qquad\text{for } x\neq 1.
\]

Take \(x=k/q\), which differs from 1 because \(k\neq q\), and multiply by \(q>0\):

\[
k<q\,e^{k/q-1}.
\]

Both sides are positive and \(d\geq 1\), so the inequality survives raising to the power \(d\):

\[
k^d<q^d\,e^{d(k/q-1)}.
\]

Since \(d=qS\), the exponent is \(d(k/q-1)=kS-qS\). Multiplying by \(e^{-kS}>0\) gives

\[
k^d e^{-kS}<q^d e^{-qS},
\]

which is \(L(k)<L(q)\).

The Lean proof takes the same route. It first records \(S>0\), \(q>0\) and \(qS=d\) as `hS`, `hq` and `hqS`. The two `generalize` lines replace the long expressions by the letters `q` and `S`. Then `hx` establishes \(k/q-1\neq 0\), the later `h1` is the inequality \(k<q\,e^{k/q-1}\), and the `h2` after it is its \(d\)-th power. The identity for the exponents is `he`, where `linear_combination` checks that it follows from the known equations `hkq` and `hqS`, multiplied by the coefficients written there. Finally `calc` sets out the chain: one strict inequality, then one equality.

```lean
/-- With at least one hop, at least one survivor and positive times, hops per excited
time is the unique maximiser of the likelihood over positive rates, and it lies strictly
below the rate obtained by discarding the survivors. -/
theorem hopRate_unique_maximiser [Nonempty ι] [Nonempty κ] {t : ι → ℝ} {c : κ → ℝ}
    (ht : ∀ i, 0 < t i) (hc : ∀ j, 0 < c j) :
    0 < hopRate t c ∧
    (∀ k, 0 < k →
      ((∀ k', 0 < k' → likelihood t c k' ≤ likelihood t c k) ↔ k = hopRate t c)) ∧
    hopRate t c < naiveRate t := by
  have hc' : ∀ j, 0 ≤ c j := fun j => (hc j).le
  have hd : (0 : ℝ) < Fintype.card ι := Nat.cast_pos.mpr Fintype.card_pos
  have hq : 0 < hopRate t c := div_pos hd (excitedTime_pos ht hc')
  refine ⟨hq, fun k hk => ⟨fun h => ?_, fun h k' hk' => ?_⟩, ?_⟩
  · by_contra hne
    exact absurd (h _ hq) (not_le_of_gt (likelihood_lt ht hc' hk hne))
  · rw [h]
    rcases eq_or_ne k' (hopRate t c) with e | e
    · exact le_of_eq (by rw [e])
    · exact (likelihood_lt ht hc' hk' e).le
  · -- the survivors enlarge the denominator
    have hs : 0 < ∑ i, t i := sum_pos (fun i _ => ht i) univ_nonempty
    have hr : 0 < ∑ j, c j := sum_pos (fun j _ => hc j) univ_nonempty
    exact div_lt_div_of_pos_left hd hs (lt_add_of_pos_right _ hr)
```

This is the main theorem. The symbol `∧` means "and", and it joins three statements:

1. The rate \(q\) is positive, so it is one of the rates being compared.
2. For any \(k>0\), the condition \(L(k')\leq L(k)\) for all \(k'>0\) holds if and only if \(k=q\). This says both that \(q\) is a maximiser and that there is no other.
3. The rate \(q\) is strictly smaller than the rate without survivors.

For the second statement, suppose that \(k\) is a maximiser but \(k\neq q\). The previous theorem gives \(L(k)<L(q)\), a contradiction; in Lean this is the step that starts with `by_contra`. Conversely, let \(k=q\). A competitor \(k'\) either equals \(q\), with equal likelihood, or differs from it and has a smaller one. The line with `rcases` separates these two cases.

For the third, the numerators are the same and the survivors enlarge the denominator:

\[
\frac{d}{\sum_i t_i+\sum_j c_j}<\frac{d}{\sum_i t_i}.
\]

The strict sign needs \(\sum_j c_j>0\), which follows from having at least one survivor and positive stopping times. If the survivors contributed no time, the two rates would coincide.

For nonadiabatic simulations described by this one-parameter exponential model, the consequence is that the mean hop time of the hopped trajectories alone is always shorter than the maximum-likelihood lifetime \(1/q\) when there are both hops and survivors. The comparison holds for each such data set separately. It gives no error bar and does not say how close \(q\) is to the true rate.

## A common stopping time

```lean
/-- For `d ≥ 1` hops at positive times and `m ≥ 1` survivors stopped at a common time
`T > 0`, the likelihood is maximal over positive rates exactly at `d / (∑ t + m T)`. -/
theorem common_stopping_time {d m : ℕ} [NeZero d] [NeZero m] {t : Fin d → ℝ} {T : ℝ}
    (ht : ∀ i, 0 < t i) (hT : 0 < T) {k : ℝ} (hk : 0 < k) :
    (∀ k', 0 < k' → k' ^ d * Real.exp (-(k' * (∑ i, t i + m * T))) ≤
      k ^ d * Real.exp (-(k * (∑ i, t i + m * T)))) ↔
    k = d / (∑ i, t i + m * T) := by
  have h := (hopRate_unique_maximiser (c := fun _ : Fin m => T) ht
    (fun _ => hT)).2.1 k hk
  simp only [likelihood_eq, hopRate, excitedTime, sum_const, card_univ,
    nsmul_eq_mul, Fintype.card_fin] at h
  exact h
```

Often all trajectories are run to the same final time \(T>0\). The labels are now `Fin d` and `Fin m`, the standard sets with \(d\) and \(m\) elements, and `[NeZero d]` and `[NeZero m]` say that neither number is zero. Every survivor has \(c_j=T\), so

\[
S=\sum_i t_i+mT.
\]

The theorem says that a positive \(k\) maximises \(k^d e^{-kS}\) over positive rates exactly when

\[
k=\frac{d}{\sum_i t_i+mT}.
\]

The proof applies the main theorem to the constant function `fun _ : Fin m => T` and takes its second statement, which is what `.2.1` selects. The `simp only` step then inserts the closed form and evaluates the constant sum as \(mT\). With the same choice of `c`, the third statement of the main theorem places this rate strictly below \(d/\sum_i t_i\).

```lean
/-- If there is at least one hop and all hops occur at positive times up to `T`, the rate
obtained by discarding the survivors is at least `1 / T`. -/
theorem naiveRate_ge [Nonempty ι] {t : ι → ℝ} {T : ℝ}
    (ht : ∀ i, 0 < t i) (htT : ∀ i, t i ≤ T) : 1 / T ≤ naiveRate t := by
  obtain ⟨i⟩ := ‹Nonempty ι›
  have hT : 0 < T := (ht i).trans_le (htT i)
  have hs : 0 < ∑ i, t i := sum_pos (fun i _ => ht i) ⟨i, mem_univ i⟩
  have h : ∑ i, t i ≤ (Fintype.card ι : ℝ) * T := by
    calc ∑ i, t i ≤ ∑ _i : ι, T := sum_le_sum fun i _ => htT i
      _ = (Fintype.card ι : ℝ) * T := by
        rw [sum_const, card_univ, nsmul_eq_mul]
  rw [naiveRate, div_le_div_iff₀ hT hs, one_mul]
  exact h
```

Here every hop occurs at a positive time no later than \(T\). Each \(t_i\) is at most \(T\), so \(\sum_i t_i\leq dT\), and therefore

\[
\frac{d}{\sum_i t_i}\geq\frac1T.
\]

The `calc` block proves the bound on the sum, and `div_le_div_iff₀` clears the two positive denominators.

As a lifetime, the estimate without survivors is the mean of the observed hop times, and it can never exceed \(T\). The true rate does not appear in the theorem. Even if the state lives far longer than the simulation, this mean is at most the simulation length.

## Without a hop there is no positive maximiser

```lean
/-- If no trajectory hops and at least one survivor is followed, all for positive times,
the likelihood decreases strictly with the rate. -/
theorem likelihood_strictAnti_of_no_hops [IsEmpty ι] [Nonempty κ]
    (t : ι → ℝ) {c : κ → ℝ} (hc : ∀ j, 0 < c j) : StrictAnti (likelihood t c) := by
  intro a b hab
  have hS : 0 < excitedTime t c :=
    add_pos_of_nonneg_of_pos (sum_nonneg fun i _ => (IsEmpty.false i).elim)
      (sum_pos (fun j _ => hc j) univ_nonempty)
  rw [likelihood_eq, likelihood_eq, Fintype.card_eq_zero, pow_zero, pow_zero,
    one_mul, one_mul]
  exact Real.exp_lt_exp.mpr (neg_lt_neg (mul_lt_mul_of_pos_right hab hS))

end

end SurfaceHoppingLifetime
```

Now `[IsEmpty ι]` says that no trajectory hopped, while at least one survivor was followed and all stopping times are positive. With \(d=0\) the closed form reduces to

\[
L(k)=e^{-kS},\qquad S=\sum_j c_j>0.
\]

If \(a<b\), then \(-bS<-aS\), and so \(L(b)<L(a)\). This is the meaning of `StrictAnti`: a larger argument gives a strictly smaller value. The proof shows \(S>0\), removes the factor \(k^0=1\) and compares the exponents.

For any positive \(k\), the rate \(k/2\) thus has a larger likelihood, and no positive rate is a maximiser. Such data favour slow decay without selecting a finite lifetime.

```lean
#print axioms SurfaceHoppingLifetime.hopRate_unique_maximiser
-- 'SurfaceHoppingLifetime.hopRate_unique_maximiser' depends on axioms: [propext, Classical.choice, Quot.sound]
#print axioms SurfaceHoppingLifetime.common_stopping_time
-- 'SurfaceHoppingLifetime.common_stopping_time' depends on axioms: [propext, Classical.choice, Quot.sound]
#print axioms SurfaceHoppingLifetime.naiveRate_ge
-- 'SurfaceHoppingLifetime.naiveRate_ge' depends on axioms: [propext, Classical.choice, Quot.sound]
#print axioms SurfaceHoppingLifetime.likelihood_strictAnti_of_no_hops
-- 'SurfaceHoppingLifetime.likelihood_strictAnti_of_no_hops' depends on axioms: [propext, Classical.choice, Quot.sound]
```
